# The secular polynomial evaluated at an energy z is det(zS − H)

In a finite basis that need not be orthonormal, the secular polynomial is the determinant of XS − H, where H is the Hamiltonian matrix, S the overlap matrix and X a polynomial variable standing for the energy. The lemma `secularPoly_eval` states that putting a value z for X in this polynomial gives the determinant of the matrix zS − H. It holds for any two square matrices of the same finite size over any field; H need not be Hermitian, nor S positive definite or even invertible. The attempt treats evaluation at z as a ring homomorphism, moves it inside the determinant, and then compares the two matrices entry by entry, leaving each comparison to `simp`.

Lean 4 with Mathlib refuses this proof:

```lean
import Mathlib

open Polynomial Matrix
open scoped ComplexOrder

namespace SecularPolyEval

noncomputable section

variable {n K : Type*} [Fintype n] [DecidableEq n] [Field K]

/-- The secular polynomial `det (z S - H)` of a Hamiltonian matrix `H` and an overlap
matrix `S`, as a polynomial in the energy `z`. -/
def secularPoly (H S : Matrix n n K) : K[X] :=
  ((X : K[X]) • S.map C - H.map C).det

/-- The value of the secular polynomial at the energy `z` is the determinant of `z S - H`. -/
theorem secularPoly_eval (H S : Matrix n n K) (z : K) :
    (secularPoly H S).eval z = (z • S - H).det := by
  unfold secularPoly
  rw [← Polynomial.coe_evalRingHom, RingHom.map_det]
  congr 1
  ext i j
  simp

end

end SecularPolyEval
```

Lean reports:

```
Main.lean:19:50: error: unsolved goals
n : Type u_1
K : Type u_2
inst✝² : Fintype n
inst✝¹ : DecidableEq n
inst✝ : Field K
H S : Matrix n n K
z : K
i j : n
⊢ S i j * z = z * S i j
```

Diagnosis. The message says that the proof ends with a goal still open: `S i j * z = z * S i j`. The steps before `simp` have done their work, for the determinants are gone and only a comparison of entries is left. `simp` has also evaluated the polynomials and removed the entries of `H`, which were the same on both sides.

What remains is the same product in two orders, although the definition and the statement both put the energy first. The swap comes from `simp` itself. On the left the entry contains `X * C (S i j)`, and the simp lemma `Polynomial.X_mul_C` rewrites this as `C (S i j) * X`, with the constant in front. Evaluation at `z` then gives `S i j * z`. On the right there is no polynomial for that lemma to act on, and the entry of `z • S` simply becomes `z * S i j`. The two are equal because multiplication in the field `K` is commutative, but `mul_comm` is not a simp lemma, so a plain `simp` does not use it to close the goal.

The diff adds `ring` after `simp`. This tactic proves identities in commutative rings, whatever the order of the factors, and so closes the goal.

Lean accepts the file once it reads:

```diff
@@ -23,4 +23,5 @@
   ext i j
   simp
+  ring
 
 end
```
